# Sign averages separate single-ion and exchange energies in collinear states of a bilinear classical spin model

## Energy, signs and averages

There are $N$ sites, and site $i$ carries a classical spin $S_i$, a real vector with three components. The single-ion tensors $A_i$ and the exchange tensors $J_{ij}$ are arbitrary real $3\times3$ matrices, with no symmetry assumed. The energy is

$$E[S]=\sum_i S_i\cdot A_iS_i+\sum_{i<j}S_i\cdot J_{ij}S_j .$$

Each pair is counted once, there is no overall minus sign, and entries $J_{ij}$ with $i\ge j$ are never used.

```lean
import Mathlib

open Matrix

namespace AnisotropicExchange

noncomputable section
```

In a collinear state every spin points along or against a common vector $n$. The choice on site $i$ is a sign $s_i=\pm1$. Lean stores it as a Boolean, and `sgn` turns it into a real number.

```lean
/-- The sign `+1` or `-1` of a spin along the common axis. -/
def sgn (b : Bool) : ℝ := if b then 1 else -1
```

A sign pattern is a function `Fin N → Bool`, and there are $2^N$ of them. For a quantity $f(s)$ that depends on the pattern, write

$$\langle f\rangle=\frac1{2^N}\sum_s f(s).$$

This is a uniform average over patterns, not a thermal one.

```lean
/-- The average of a quantity over all `2 ^ N` sign patterns. -/
def signAverage {N : ℕ} (f : (Fin N → Bool) → ℝ) : ℝ := (∑ s, f s) / 2 ^ N
```

In the energy, `⬝ᵥ` is the dot product and `*ᵥ` applies a matrix to a vector, so `S i ⬝ᵥ A i *ᵥ S i` is $S_i\cdot(A_iS_i)$. The set `Finset.Ioi i` contains the sites $j>i$.

```lean
/-- The energy of classical spins `S i` with single-ion tensors `A i` and exchange tensors
`J i j`, each pair `i < j` being counted once. -/
def spinEnergy {N : ℕ} (A : Fin N → Matrix (Fin 3) (Fin 3) ℝ)
    (J : Fin N → Fin N → Matrix (Fin 3) (Fin 3) ℝ) (S : Fin N → Fin 3 → ℝ) : ℝ :=
  (∑ i, S i ⬝ᵥ A i *ᵥ S i) + ∑ i, ∑ j ∈ Finset.Ioi i, S i ⬝ᵥ J i j *ᵥ S j
```

The collinear state is $S_i=s_i n$. The vector $n$ need not have unit length, but it is the same on all sites; moments of different size can be absorbed into the tensors.

```lean
/-- The collinear state in which the spin on site `i` is `n` or `-n`, according to its sign. -/
def collinear {N : ℕ} (s : Fin N → Bool) (n : Fin 3 → ℝ) : Fin N → Fin 3 → ℝ :=
  fun i => sgn (s i) • n
```

## Reversing one spin

Two properties of a sign are used throughout: $s_i^2=1$, and reversing the spin turns $s_i$ into $-s_i$. Both follow by checking the two values.

```lean
variable {N : ℕ}

/-- A sign squares to one, and reversing the spin reverses its sign. -/
theorem sgn_rules (b : Bool) : sgn b * sgn b = 1 ∧ sgn (!b) = -sgn b := by
  cases b <;> simp [sgn]
```

Let $s^{(m)}$ be the pattern $s$ with the spin on site $m$ reversed. Doing this twice restores $s$, so the map $s\mapsto s^{(m)}$ only permutes the patterns. If $f(s^{(m)})=-f(s)$ for all $s$, then

$$\sum_s f(s)=\sum_s f(s^{(m)})=-\sum_s f(s),$$

and therefore $\langle f\rangle=0$. In Lean, `Function.update s m (!s m)` is $s^{(m)}$, and `Equiv.sum_comp` is the first equality.

```lean
/-- A quantity that changes sign when the spin on one site `m` is reversed averages to zero. -/
theorem average_odd (m : Fin N) (f : (Fin N → Bool) → ℝ)
    (h : ∀ s, f (Function.update s m (!s m)) = -f s) : signAverage f = 0 := by
  have hinv : Function.Involutive
      (fun s : Fin N → Bool => Function.update s m (!s m)) := by
    intro s
    simp
  -- reversing the spin only permutes the sign patterns
  have e : ∑ s, f (Function.update s m (!s m)) = ∑ s, f s :=
    Equiv.sum_comp hinv.toPerm f
  simp only [h, Finset.sum_neg_distrib] at e
  have h0 : ∑ s, f s = 0 := by linarith
  simp [signAverage, h0]
```

For $i<j$, reversing the spin on site $i$ changes $s_i$ and leaves $s_j$ alone, so $s_is_j$ is odd and

$$\langle s_is_j\rangle=0 .$$

```lean
/-- The product of the signs on two sites `i < j` averages to zero. -/
theorem average_pair {i j : Fin N} (hij : i < j) :
    signAverage (fun s => sgn (s i) * sgn (s j)) = 0 := by
  apply average_odd i
  intro s
  rw [Function.update_self, Function.update_of_ne hij.ne', (sgn_rules (s i)).2]
  ring
```

## Orthonormal pair products

For $i<j$ and $k<l$,

$$\langle s_is_j\,s_ks_l\rangle=\delta_{ik}\delta_{jl}.$$

If the pairs coincide, the product is $s_i^2s_j^2=1$ for every pattern. Otherwise some site occurs exactly once, and reversing its spin makes the product odd:

- If $i=k$ and $j\ne l$, site $j$ occurs once.
- If $i\ne k$ and $i=l$, then $k<l=i<j$, so site $j$ occurs once.
- If $i$ differs from both $k$ and $l$, site $i$ occurs once.

The `by_cases` branches are these cases, and `average_odd` finishes each of the last three.

```lean
/-- For `i < j` and `k < l`, the average of `s_i s_j` times `s_k s_l` is one if the two pairs
coincide and zero otherwise. -/
theorem average_pair_pair {i j k l : Fin N} (hij : i < j) (hkl : k < l) :
    signAverage (fun s => sgn (s i) * sgn (s j) * (sgn (s k) * sgn (s l))) =
      if i = k ∧ j = l then 1 else 0 := by
  by_cases hik : i = k
  · by_cases hjl : j = l
    · rw [if_pos ⟨hik, hjl⟩, ← hik, ← hjl]
      have e : ∀ s : Fin N → Bool,
          sgn (s i) * sgn (s j) * (sgn (s i) * sgn (s j)) = 1 := by
        intro s
        linear_combination (sgn (s j)) ^ 2 * (sgn_rules (s i)).1 + (sgn_rules (s j)).1
      simp only [e]
      simp [signAverage]
    · -- site `j` occurs once
      rw [if_neg (fun e => hjl e.2)]
      have hkj : k ≠ j := by rw [← hik]; exact hij.ne
      apply average_odd j
      intro s
      rw [Function.update_of_ne hij.ne, Function.update_self, Function.update_of_ne hkj,
        Function.update_of_ne (Ne.symm hjl), (sgn_rules (s j)).2]
      ring
  · rw [if_neg (fun e => hik e.1)]
    by_cases hil : i = l
    · -- here `k < l = i < j`, so site `j` occurs once
      have hlj : l < j := by rw [← hil]; exact hij
      apply average_odd j
      intro s
      rw [Function.update_of_ne hij.ne, Function.update_self,
        Function.update_of_ne (hkl.trans hlj).ne, Function.update_of_ne hlj.ne,
        (sgn_rules (s j)).2]
      ring
    · -- site `i` occurs once
      apply average_odd i
      intro s
      rw [Function.update_self, Function.update_of_ne hij.ne',
        Function.update_of_ne (Ne.symm hik), Function.update_of_ne (Ne.symm hil),
        (sgn_rules (s i)).2]
      ring
```

## The energy of a collinear state

Inserting $S_i=s_in$ into the energy gives

$$S_i\cdot A_iS_i=s_i^2\,n\cdot A_in=n\cdot A_in,\qquad S_i\cdot J_{ij}S_j=s_is_j\,n\cdot J_{ij}n,$$

so that

$$E_s(n)=\sum_i n\cdot A_in+\sum_{i<j}s_is_j\,n\cdot J_{ij}n .$$

The single-ion part does not depend on the pattern. The proof pulls the signs out of the products and uses $s_i^2=1$ in the first sum.

```lean
variable (A A' : Fin N → Matrix (Fin 3) (Fin 3) ℝ)
  (J J' : Fin N → Fin N → Matrix (Fin 3) (Fin 3) ℝ) (n : Fin 3 → ℝ)

/-- In a collinear state the signs drop out of the single-ion energy and multiply each
exchange term by `s_i s_j`. -/
theorem collinear_energy (s : Fin N → Bool) :
    spinEnergy A J (collinear s n) = (∑ i, n ⬝ᵥ A i *ᵥ n) +
      ∑ i, ∑ j ∈ Finset.Ioi i, sgn (s i) * sgn (s j) * (n ⬝ᵥ J i j *ᵥ n) := by
  simp only [spinEnergy, collinear, Matrix.mulVec_smul, smul_dotProduct, dotProduct_smul,
    smul_eq_mul]
  congr 1
  · refine Finset.sum_congr rfl fun i _ => ?_
    rw [← mul_assoc, (sgn_rules (s i)).1, one_mul]
  · refine Finset.sum_congr rfl fun i _ => Finset.sum_congr rfl fun j _ => ?_
    ring
```

Now multiply by any weight $w(s)$ and average. Since all sums are finite, the average can be taken term by term:

$$\langle wE_s(n)\rangle=\langle w\rangle\sum_i n\cdot A_in+\sum_{i<j}\langle w\,s_is_j\rangle\,n\cdot J_{ij}n .$$

The two uses of `Finset.sum_comm` exchange the sum over patterns with the sums over $i$ and $j$.

```lean
/-- The average of the collinear energy with any weight `w` is fixed by the averages of `w`
and of `w s_i s_j`. -/
theorem weighted_average (w : (Fin N → Bool) → ℝ) :
    signAverage (fun s => w s * spinEnergy A J (collinear s n)) =
      signAverage w * (∑ i, n ⬝ᵥ A i *ᵥ n) + ∑ i, ∑ j ∈ Finset.Ioi i,
        signAverage (fun s => w s * (sgn (s i) * sgn (s j))) * (n ⬝ᵥ J i j *ᵥ n) := by
  have h : ∀ s, w s * spinEnergy A J (collinear s n) = w s * (∑ i, n ⬝ᵥ A i *ᵥ n) +
      ∑ i, ∑ j ∈ Finset.Ioi i, w s * (sgn (s i) * sgn (s j)) * (n ⬝ᵥ J i j *ᵥ n) := by
    intro s
    rw [collinear_energy, mul_add]
    congr 1
    rw [Finset.mul_sum]
    refine Finset.sum_congr rfl fun i _ => ?_
    rw [Finset.mul_sum]
    refine Finset.sum_congr rfl fun j _ => ?_
    ring
  simp only [signAverage, h]
  rw [Finset.sum_add_distrib, add_div, ← Finset.sum_mul]
  congr 1
  · ring
  · -- exchange the sum over patterns with the sums over sites
    rw [Finset.sum_comm, Finset.sum_div]
    refine Finset.sum_congr rfl fun i _ => ?_
    rw [Finset.sum_comm, Finset.sum_div]
    refine Finset.sum_congr rfl fun j _ => ?_
    rw [← Finset.sum_mul]
    ring
```

## The two averages

With $w=1$ we have $\langle w\rangle=1$ and $\langle s_is_j\rangle=0$, so only the single-ion part remains:

$$\langle E_s(n)\rangle=\sum_i n\cdot A_in .$$

```lean
/-- Averaging the collinear energy over all sign patterns leaves the single-ion energy. -/
theorem average_energy :
    signAverage (fun s => spinEnergy A J (collinear s n)) = ∑ i, n ⬝ᵥ A i *ᵥ n := by
  have h := weighted_average A J n (fun _ => 1)
  have hone : signAverage (fun _ : Fin N → Bool => (1 : ℝ)) = 1 := by simp [signAverage]
  simp only [one_mul] at h
  rw [h, hone, one_mul, add_eq_left]
  refine Finset.sum_eq_zero fun i _ => Finset.sum_eq_zero fun j hj => ?_
  rw [average_pair (Finset.mem_Ioi.mp hj), zero_mul]
```

With $w=s_ks_l$ and $k<l$, the single-ion part is multiplied by $\langle s_ks_l\rangle=0$, and orthonormality selects one exchange term:

$$\langle s_ks_l\,E_s(n)\rangle=\sum_{i<j}\delta_{ki}\delta_{lj}\,n\cdot J_{ij}n=n\cdot J_{kl}n .$$

`Finset.sum_eq_single` is applied twice, first to keep $i=k$ and then to keep $j=l$.

```lean
/-- For `k < l`, averaging `s_k s_l` times the collinear energy leaves the exchange term
`n · J_kl n` of that pair. -/
theorem average_pair_energy {k l : Fin N} (hkl : k < l) :
    signAverage (fun s => sgn (s k) * sgn (s l) * spinEnergy A J (collinear s n)) =
      n ⬝ᵥ J k l *ᵥ n := by
  rw [weighted_average A J n (fun s => sgn (s k) * sgn (s l)), average_pair hkl,
    zero_mul, zero_add]
  -- orthonormality selects the pair `(k, l)`
  refine (Finset.sum_eq_single k ?_ ?_).trans ((Finset.sum_eq_single l ?_ ?_).trans ?_)
  · intro i _ hi
    refine Finset.sum_eq_zero fun j hj => ?_
    rw [average_pair_pair hkl (Finset.mem_Ioi.mp hj), if_neg (fun e => hi e.1.symm), zero_mul]
  · intro hk
    exact absurd (Finset.mem_univ k) hk
  · intro j hj hjl
    rw [average_pair_pair hkl (Finset.mem_Ioi.mp hj), if_neg (fun e => hjl e.2.symm), zero_mul]
  · intro hl
    exact absurd (Finset.mem_Ioi.mpr hkl) hl
  · rw [average_pair_pair hkl hkl, if_pos ⟨rfl, rfl⟩, one_mul]
```

The result $n\cdot J_{kl}n$ includes any isotropic exchange: a part $J_0\mathbb 1$ of the tensor contributes $J_0|n|^2$. At fixed $|n|$, the variation of $n\cdot J_{kl}n$ with the direction of $n$ is the part of the exchange anisotropy that collinear states can show.

## A dimer in numbers

Take $N=2$ with sites 0 and 1 and diagonal tensors, in some energy unit. Let the $zz$ entries of $A_0$, $A_1$ and $J_{01}$ be $-2$, $-1$ and $5$, let the $xx$ and $yy$ entries of $J_{01}$ be $4$, and let all other entries be zero. For unit vectors $n$ the energies are:

| $n$ | $E_{++}$ | $E_{+-}$ | $E_{-+}$ | $E_{--}$ |
|---|---|---|---|---|
| $z$ | $2$ | $-8$ | $-8$ | $2$ |
| $x$ | $4$ | $-4$ | $-4$ | $4$ |

Along $z$ the plain average is $(2-8-8+2)/4=-3$, the sum of the single-ion entries, and the average weighted with $s_0s_1$ is $(2+8+8+2)/4=5$. Along $x$ the two averages are $0$ and $4$.

Turning the axis from $x$ to $z$ thus changes the single-ion energy by $-3$ and $n\cdot J_{01}n$ by $+1$. The energy of the parallel state changes by $-3+1=-2$ and that of the antiparallel state by $-3-1=-4$, in agreement with the table.

In an electronic-structure calculation for such a dimer, one can compute total energies with spin–orbit coupling while the moments are held parallel or antiparallel along $n$. To the extent that these energies follow the bilinear model with moments of fixed size, half the sum $\tfrac12(E_{++}+E_{+-})$ is the single-ion energy, up to a constant independent of $n$, and half the difference $\tfrac12(E_{++}-E_{+-})$ is $n\cdot J_{01}n$. Two energies per axis are enough, because reversing both spins leaves the model energy unchanged. Repeating this for several axes gives the direction dependence of each part.

## What collinear energies determine

A quadratic form $n\cdot Mn$ sees only the symmetric part of its tensor. For two tensors $M$ and $K$,

$$n\cdot Mn=n\cdot Kn\ \text{ for all } n\quad\Longleftrightarrow\quad M+M^{T}=K+K^{T}.$$

From left to right, let $e_a$ and $e_b$ be coordinate unit vectors. Then

$$(e_a+e_b)\cdot M(e_a+e_b)=M_{aa}+M_{ab}+M_{ba}+M_{bb}.$$

Subtracting the values at $e_a$ and $e_b$ leaves $M_{ab}+M_{ba}$, and the same steps for $K$ give $K_{ab}+K_{ba}$. From right to left, $n\cdot M^{T}n=n\cdot Mn$, so placing the equality of matrices between two copies of $n$ gives $2\,n\cdot Mn=2\,n\cdot Kn$. The Lean statement uses $M+M^T$, which is twice the symmetric part.

```lean
/-- Two tensors satisfy `n · M n = n · K n` for every vector `n` exactly when their symmetric parts
agree. -/
theorem anisotropy_eq_iff (M K : Matrix (Fin 3) (Fin 3) ℝ) :
    (∀ n : Fin 3 → ℝ, n ⬝ᵥ M *ᵥ n = n ⬝ᵥ K *ᵥ n) ↔ M + Mᵀ = K + Kᵀ := by
  constructor
  · intro h
    have e : ∀ (L : Matrix (Fin 3) (Fin 3) ℝ) (a b : Fin 3),
        (Pi.single a 1 : Fin 3 → ℝ) ⬝ᵥ L *ᵥ (Pi.single b 1 : Fin 3 → ℝ) = L a b := by
      intro L a b
      simp
    ext a b
    -- polarization along two coordinate axes
    have hab := h (Pi.single a 1 + Pi.single b 1)
    have ha := h (Pi.single a 1)
    have hb := h (Pi.single b 1)
    simp only [Matrix.mulVec_add, dotProduct_add, add_dotProduct, e] at hab ha hb
    simp only [Matrix.add_apply, Matrix.transpose_apply]
    linarith
  · intro h n
    have t : ∀ L : Matrix (Fin 3) (Fin 3) ℝ, n ⬝ᵥ Lᵀ *ᵥ n = n ⬝ᵥ L *ᵥ n := by
      intro L
      rw [Matrix.dotProduct_mulVec n Lᵀ n, Matrix.vecMul_transpose,
        dotProduct_comm (L *ᵥ n) n]
    have h2 := congrArg (fun L => n ⬝ᵥ L *ᵥ n) h
    simp only [Matrix.add_mulVec, dotProduct_add, t] at h2
    linarith
```

Consider a second model with tensors $A'_i$ and $J'_{ij}$. Its energies equal those of the first for all patterns $s$ and all vectors $n$ exactly when the two models share

- the symmetric part of $\sum_iA_i$, and
- the symmetric part of $J_{ij}$ for every $i<j$.

If the energies agree, so do their averages. The plain average gives $n\cdot(\sum_iA_i)n=n\cdot(\sum_iA'_i)n$, the weighted ones give $n\cdot J_{ij}n=n\cdot J'_{ij}n$, and the previous result turns these into statements about symmetric parts. Conversely, if the symmetric parts agree, then the single-ion sum and every exchange term in the formula for $E_s(n)$ agree. The auxiliary `hsum` moves the sum over sites inside the quadratic form.

For $N\ge2$, collinear energies of this model therefore leave open two things that can matter in other spin states. They do not show how the single-ion anisotropy is distributed over the sites, since only the sum of the $A_i$ enters. They also contain nothing of the antisymmetric part of $J_{ij}$, the Dzyaloshinskii–Moriya interaction, whose energy $D_{ij}\cdot(S_i\times S_j)$, with $D_{ij}$ the vector formed from that part, vanishes for collinear spins.

```lean
/-- Two models have the same energy in all collinear states exactly when they share the
symmetric part of the summed single-ion tensor and of each exchange tensor with `i < j`. -/
theorem collinear_energies_eq_iff :
    (∀ s n, spinEnergy A J (collinear s n) = spinEnergy A' J' (collinear s n)) ↔
      (∑ i, A i) + (∑ i, A i)ᵀ = (∑ i, A' i) + (∑ i, A' i)ᵀ ∧
      ∀ i j, i < j → J i j + (J i j)ᵀ = J' i j + (J' i j)ᵀ := by
  have hsum : ∀ (B : Fin N → Matrix (Fin 3) (Fin 3) ℝ) (n : Fin 3 → ℝ),
      ∑ i, n ⬝ᵥ B i *ᵥ n = n ⬝ᵥ (∑ i, B i) *ᵥ n := by
    intro B n
    let φ : Matrix (Fin 3) (Fin 3) ℝ →+ ℝ :=
      { toFun := fun M => n ⬝ᵥ M *ᵥ n
        map_zero' := by simp
        map_add' := fun M K => by rw [Matrix.add_mulVec, dotProduct_add] }
    exact (map_sum φ B Finset.univ).symm
  constructor
  · intro h
    refine ⟨(anisotropy_eq_iff _ _).mp fun n => ?_,
      fun i j hij => (anisotropy_eq_iff _ _).mp fun n => ?_⟩
    · rw [← hsum A n, ← hsum A' n, ← average_energy A J n, ← average_energy A' J' n]
      simp only [h]
    · rw [← average_pair_energy A J n hij, ← average_pair_energy A' J' n hij]
      simp only [h]
  · rintro ⟨hA, hJ⟩ s n
    rw [collinear_energy, collinear_energy, hsum A n, hsum A' n,
      (anisotropy_eq_iff _ _).mpr hA n]
    congr 1
    refine Finset.sum_congr rfl fun i _ => Finset.sum_congr rfl fun j hj => ?_
    rw [(anisotropy_eq_iff _ _).mpr (hJ i j (Finset.mem_Ioi.mp hj)) n]

end

end AnisotropicExchange
```

```lean
#print axioms AnisotropicExchange.collinear_energies_eq_iff
-- 'AnisotropicExchange.collinear_energies_eq_iff' depends on axioms: [propext, Classical.choice, Quot.sound]
```
